# A classical lattice gas with nearest-neighbour repulsion on a ring of $N$ sites has $\frac{N}{N-n}\binom{N-n}{n}$ ground states for $n\le N/2$ atoms

**A:** Put $n$ identical atoms on a ring of $N\ge 1$ sites, at most one per site. The only energy is a repulsion $V>0$ between nearest neighbours; the atoms are classical and do not hop. If $2n\le N$, the minimum energy is zero, and exactly $N\binom{N-n}{n}/(N-n)$ configurations attain it. If also $n\ge 2$ and $2n+2\le N$, they are not all translates of one pattern.

**Q:** Before any code, how do you get that number?

**A:** With occupations $n_i\in\{0,1\}$, the energy is $E=V\sum_i n_i n_{i+1}$. Every term is nonnegative, so $E\ge 0$, with equality exactly when no occupied site is followed by an occupied site (for $N=1$ the site follows itself). I call such configurations dilute.

First count them on an open chain. Let $c(m,n)$ be the number for $n$ atoms on $m$ sites. On $m+2$ sites with $n+1$ atoms, the last site is either empty, or occupied with an empty site before it:
$$c(m+2,n+1)=c(m+1,n+1)+c(m,n).$$
The starting values are $c(m,0)=1$, $c(0,n+1)=0$, $c(1,1)=1$ and $c(1,n+2)=0$. Pascal's rule,
$$\binom{m+2-n}{n+1}=\binom{m+1-n}{n+1}+\binom{m+1-n}{n}\quad(n\le m+1),$$
then gives $c(m,n)=\binom{m+1-n}{n}$, read as zero when $n>m+1$.

Now let $D$ be the number of dilute configurations on the ring. Those with one given site empty correspond to an open chain of $N-1$ sites, so there are $\binom{N-n}{n}$ of them, whichever site is chosen. Count pairs of a dilute configuration and an empty site. Each configuration has $N-n$ empty sites, hence
$$(N-n)\,D=N\binom{N-n}{n}.$$
For $2n\le N$ the right side is positive, so a zero-energy configuration exists and the ground states are exactly the dilute ones.

**Q:** Is the energy in the file really that one?

In Lean 4 with Mathlib:

```lean
import Mathlib

open Finset

namespace RingLatticeGas

noncomputable section

/-- Occupation number of site `i`: one if the site carries an atom, zero otherwise. -/
def occ {N : ℕ} (S : Finset (ZMod N)) (i : ZMod N) : ℝ := if i ∈ S then 1 else 0

/-- Energy of a configuration on the ring: `V` times the sum of `n_i n_{i+1}` over all sites. -/
def energy {N : ℕ} [NeZero N] (V : ℝ) (S : Finset (ZMod N)) : ℝ :=
  V * ∑ i : ZMod N, occ S i * occ S (i + 1)
```

**A:** Yes. A configuration is the finite set `S` of occupied sites, and `occ S i` is $n_i$. Sites live in `ZMod N`, where `i + 1` wraps around. For $N=2$ the sum counts the single bond twice, and for $N=1$ the site neighbours itself; neither affects the result, since $2n\le N$ then allows at most one atom or none.

The constant $V$ stands for an effective pair repulsion. It is postulated, not derived from electronic structure.

**Q:** Perhaps "ground state" is simply defined as "no adjacent atoms".

```lean
/-- The configurations of `n` atoms whose energy is lowest among all those with `n` atoms. -/
def groundStates (N n : ℕ) [NeZero N] (V : ℝ) : Finset (Finset (ZMod N)) :=
  open Classical in
  univ.filter fun S => S.card = n ∧
    ∀ T : Finset (ZMod N), T.card = n → energy V S ≤ energy V T

/-- The configurations of `n` atoms on the ring in which no atom has an atom as next neighbour. -/
def dilute (N n : ℕ) [NeZero N] : Finset (Finset (ZMod N)) :=
  univ.filter fun S => S.card = n ∧ ∀ i ∈ S, i + 1 ∉ S
```

**A:** No. `groundStates` compares energies among all configurations with the same `n`, while `dilute` is the combinatorial condition. For $V>0$ and $2n\le N$ their equality is proved below.

**Q:** Then show me the chain count.

```lean
/-- The configurations of `n` atoms on an open chain of `m` sites without adjacent atoms. -/
def chain (m n : ℕ) : Finset (Finset ℕ) :=
  (powersetCard n (range m)).filter fun T => ∀ k ∈ T, k + 1 ∉ T

/-- A configuration belongs to the open chain if its atoms sit on the first `m` sites,
number `n`, and are nowhere adjacent. -/
theorem mem_chain {m n : ℕ} {T : Finset ℕ} :
    T ∈ chain m n ↔ (∀ k ∈ T, k < m) ∧ T.card = n ∧ ∀ k ∈ T, k + 1 ∉ T := by
  simp [chain, mem_powersetCard, subset_iff, and_assoc]

/-- An open chain of `m` sites has `binom(m+1-n, n)` configurations of `n` atoms without
adjacent atoms. -/
theorem card_chain : ∀ m n : ℕ, (chain m n).card = (m + 1 - n).choose n
  | m, 0 => by simp [chain, filter_singleton]
  | 0, n + 1 => by
    rw [Nat.choose_eq_zero_of_lt (by omega), card_eq_zero, eq_empty_iff_forall_notMem]
    intro T hT
    obtain ⟨h1, h2, _⟩ := mem_chain.1 hT
    obtain ⟨k, hk⟩ := card_pos.1 (by omega : 0 < T.card)
    exact absurd (h1 k hk) (by omega)
  | 1, 1 => by decide
  | 1, n + 2 => by
    rw [Nat.choose_eq_zero_of_lt (by omega), card_eq_zero, eq_empty_iff_forall_notMem]
    intro T hT
    obtain ⟨h1, h2, _⟩ := mem_chain.1 hT
    have h := card_le_card (fun k hk => mem_range.2 (h1 k hk) : T ⊆ range 1)
    rw [card_range] at h
    omega
  | m + 2, n + 1 => by
    -- the last site is either empty, or occupied with an empty site before it
    have split : chain (m + 2) (n + 1) =
        chain (m + 1) (n + 1) ∪ (chain m n).image (insert (m + 1)) := by
      ext T
      rw [mem_union, mem_image]
      constructor
      · intro hT
        obtain ⟨h1, h2, h3⟩ := mem_chain.1 hT
        by_cases hm : m + 1 ∈ T
        · refine Or.inr ⟨T.erase (m + 1), mem_chain.2 ⟨?_, ?_, ?_⟩, insert_erase hm⟩
          · intro k hk
            obtain ⟨hne, hk⟩ := mem_erase.1 hk
            have a := h1 k hk
            have b : k ≠ m := fun e => h3 k hk (by rw [e]; exact hm)
            omega
          · rw [card_erase_of_mem hm]
            omega
          · exact fun k hk hl => h3 k (mem_of_mem_erase hk) (mem_of_mem_erase hl)
        · refine Or.inl (mem_chain.2 ⟨?_, h2, h3⟩)
          intro k hk
          have a := h1 k hk
          have b : k ≠ m + 1 := fun e => hm (by rw [← e]; exact hk)
          omega
      · rintro (hT | ⟨U, hU, rfl⟩)
        · obtain ⟨h1, h2, h3⟩ := mem_chain.1 hT
          exact mem_chain.2 ⟨fun k hk => (h1 k hk).trans (by omega), h2, h3⟩
        · obtain ⟨h1, h2, h3⟩ := mem_chain.1 hU
          have hm : m + 1 ∉ U := fun h => absurd (h1 _ h) (by omega)
          refine mem_chain.2 ⟨?_, by rw [card_insert_of_notMem hm, h2], ?_⟩
          · intro k hk
            rcases mem_insert.1 hk with e | hk
            · omega
            · have := h1 k hk
              omega
          · intro k hk hl
            rcases mem_insert.1 hk with e | hk <;> rcases mem_insert.1 hl with f | hl
            · omega
            · have := h1 _ hl
              omega
            · have := h1 k hk
              omega
            · exact h3 k hk hl
    have top : ∀ U ∈ chain m n, m + 1 ∉ U := fun U hU h =>
      absurd ((mem_chain.1 hU).1 _ h) (by omega)
    rw [split, card_union_of_disjoint, card_image_of_injOn, card_chain (m + 1) (n + 1),
      card_chain m n]
    · by_cases h : n ≤ m + 1
      · have e1 : m + 2 + 1 - (n + 1) = (m + 1 - n) + 1 := by omega
        have e2 : m + 1 + 1 - (n + 1) = m + 1 - n := by omega
        rw [e1, e2, Nat.choose_succ_succ', Nat.add_comm]
      · rw [Nat.choose_eq_zero_of_lt (by omega : m + 2 + 1 - (n + 1) < n + 1),
          Nat.choose_eq_zero_of_lt (by omega : m + 1 + 1 - (n + 1) < n + 1),
          Nat.choose_eq_zero_of_lt (by omega : m + 1 - n < n)]
    · intro U hU W hW h
      rw [← erase_insert (top U hU), ← erase_insert (top W hW), h]
    · rw [disjoint_left]
      intro T hT hT'
      obtain ⟨U, _, rfl⟩ := mem_image.1 hT'
      exact absurd ((mem_chain.1 hT).1 _ (mem_insert_self _ _)) (by omega)
```

**A:** `card_chain` is the recursion above. `split` is the case distinction on the last site, numbered `m + 1`; the two families are disjoint, and `Nat.choose_succ_succ'` is Pascal's rule.

**Q:** And the cut?

```lean
/-- Cutting the ring at an empty site: configurations without adjacent atoms that leave site
`N - 1` empty are as many as those of an open chain of `N - 1` sites. -/
theorem card_cut (N n : ℕ) [NeZero N] :
    ((dilute N n).filter fun S => ((N - 1 : ℕ) : ZMod N) ∉ S).card = (chain (N - 1) n).card := by
  have hN : 0 < N := NeZero.pos N
  have inj : ∀ k l : ℕ, k < N → l < N → (k : ZMod N) = (l : ZMod N) → k = l := by
    intro k l hk hl h
    have := congrArg ZMod.val h
    rwa [ZMod.val_natCast_of_lt hk, ZMod.val_natCast_of_lt hl] at this
  symm
  refine card_bij (fun T _ => T.image (fun k : ℕ => (k : ZMod N))) ?_ ?_ ?_
  · intro T hT
    obtain ⟨h1, h2, h3⟩ := mem_chain.1 hT
    refine mem_filter.2 ⟨mem_filter.2 ⟨mem_univ _, ?_, ?_⟩, ?_⟩
    · refine (card_image_of_injOn ?_).trans h2
      intro k hk l hl h
      have a := h1 k hk
      have b := h1 l hl
      exact inj k l (by omega) (by omega) h
    · intro i hi hj
      obtain ⟨k, hk, rfl⟩ := mem_image.1 hi
      obtain ⟨l, hl, e⟩ := mem_image.1 hj
      have a := h1 k hk
      have b := h1 l hl
      have e' : l = k + 1 := inj l (k + 1) (by omega) (by omega) (by push_cast; exact e)
      exact h3 k hk (e' ▸ hl)
    · intro h
      obtain ⟨l, hl, e⟩ := mem_image.1 h
      have a := h1 l hl
      have b := inj l (N - 1) (by omega) (by omega) e
      omega
  · have sub : ∀ A ∈ chain (N - 1) n, ∀ B ∈ chain (N - 1) n,
        A.image (fun k : ℕ => (k : ZMod N)) = B.image (fun k : ℕ => (k : ZMod N)) → A ⊆ B := by
      intro A hA B hB h k hk
      have hk' := mem_image_of_mem (fun k : ℕ => (k : ZMod N)) hk
      rw [h] at hk'
      obtain ⟨l, hl, e⟩ := mem_image.1 hk'
      have a := (mem_chain.1 hA).1 k hk
      have b := (mem_chain.1 hB).1 l hl
      exact inj l k (by omega) (by omega) e ▸ hl
    exact fun A hA B hB h => Subset.antisymm (sub A hA B hB h) (sub B hB A hA h.symm)
  · intro S hS
    obtain ⟨hS, h3⟩ := mem_filter.1 hS
    obtain ⟨_, h1, h2⟩ := mem_filter.1 hS
    refine ⟨S.image ZMod.val, mem_chain.2 ⟨?_, ?_, ?_⟩, ?_⟩
    · intro k hk
      obtain ⟨i, hi, rfl⟩ := mem_image.1 hk
      have a := ZMod.val_lt i
      have b : i.val ≠ N - 1 := fun e => h3 (by rw [← e, ZMod.natCast_zmod_val]; exact hi)
      omega
    · rw [card_image_of_injective _ (ZMod.val_injective N), h1]
    · intro k hk hl
      obtain ⟨i, hi, rfl⟩ := mem_image.1 hk
      obtain ⟨j, hj, e⟩ := mem_image.1 hl
      have e' : j = i + 1 := by
        rw [← ZMod.natCast_zmod_val j, e, Nat.cast_add, ZMod.natCast_zmod_val, Nat.cast_one]
      exact h2 i hi (e' ▸ hj)
    · show (S.image ZMod.val).image (fun k : ℕ => (k : ZMod N)) = S
      rw [image_image]
      exact (image_congr (g := id) (fun i _ => ZMod.natCast_zmod_val i)).trans image_id

/-- Translation invariance: every site of the ring is empty in equally many configurations
of `n` atoms without adjacent atoms. -/
theorem card_vacant (N n : ℕ) [NeZero N] (i j : ZMod N) :
    ((dilute N n).filter fun S => i ∉ S).card = ((dilute N n).filter fun S => j ∉ S).card := by
  have le : ∀ i j : ZMod N, ((dilute N n).filter fun S => i ∉ S).card ≤
      ((dilute N n).filter fun S => j ∉ S).card := by
    intro i j
    refine card_le_card_of_injOn (fun S => S.image (· + (j - i))) ?_
      (image_injective (add_left_injective (j - i))).injOn
    intro S hS
    simp only [mem_coe, mem_filter, dilute, mem_univ, true_and] at hS ⊢
    obtain ⟨⟨h1, h2⟩, h3⟩ := hS
    refine ⟨⟨by rw [card_image_of_injective _ (add_left_injective _), h1], ?_⟩, ?_⟩
    · intro x hx hy
      obtain ⟨a, ha, rfl⟩ := mem_image.1 hx
      obtain ⟨b, hb, e⟩ := mem_image.1 hy
      have e' : b = a + 1 := by linear_combination e
      exact h2 a ha (e' ▸ hb)
    · intro h
      obtain ⟨b, hb, e⟩ := mem_image.1 h
      have e' : b = i := by linear_combination e
      exact h3 (e' ▸ hb)
  exact le_antisymm (le i j) (le j i)
```

**A:** `card_cut` leaves site $N-1$ empty and matches ring sites with the numbers $0,\dots,N-2$ through `card_bij`. `card_vacant` shifts configurations by `j - i`, so the choice of empty site is immaterial.

**Q:** Where does the double counting happen?

```lean
/-- Counting pairs of a configuration and an empty site in two ways: `N - n` times the number
of configurations without adjacent atoms equals `N binom(N-n, n)`. -/
theorem card_dilute (N n : ℕ) [NeZero N] :
    (N - n) * (dilute N n).card = N * (N - n).choose n := by
  have h1 : ∑ S ∈ dilute N n, ∑ i : ZMod N, (if i ∉ S then 1 else 0) =
      (dilute N n).card * (N - n) := by
    apply sum_const_nat
    intro S hS
    have e : (univ.filter fun i => i ∉ S) = Sᶜ := by ext; simp
    rw [← card_filter, e, card_compl, ZMod.card, (mem_filter.1 hS).2.1]
  have h2 : ∑ i : ZMod N, ∑ S ∈ dilute N n, (if i ∉ S then 1 else 0) =
      (univ : Finset (ZMod N)).card * (N - n).choose n := by
    apply sum_const_nat
    intro i _
    rw [← card_filter, card_vacant N n i ((N - 1 : ℕ) : ZMod N), card_cut, card_chain,
      Nat.sub_add_cancel (NeZero.pos N)]
  rw [mul_comm, ← h1, sum_comm, h2, card_univ, ZMod.card]
```

**A:** In `sum_comm`, which exchanges two finite sums. The summand is 1 if site `i` is empty in `S` and 0 otherwise. Summed over sites first, it gives $N-n$ for each configuration (`h1`); summed over configurations first, it gives $\binom{N-n}{n}$ for each site (`h2`). The identity stays in natural numbers, so no division is needed yet.

**Q:** Now connect this to energy.

```lean
/-- For repulsion `V > 0` the energy is nonnegative, and it vanishes exactly when no occupied site
`i` has site `i + 1` occupied too. -/
theorem energy_nonneg_and_eq_zero_iff {N : ℕ} [NeZero N] {V : ℝ} (hV : 0 < V)
    (S : Finset (ZMod N)) :
    0 ≤ energy V S ∧ (energy V S = 0 ↔ ∀ i ∈ S, i + 1 ∉ S) := by
  have h0 : ∀ i ∈ (univ : Finset (ZMod N)), 0 ≤ occ S i * occ S (i + 1) := by
    intro i _
    unfold occ
    split_ifs <;> norm_num
  refine ⟨mul_nonneg hV.le (sum_nonneg h0), ?_⟩
  unfold energy
  rw [mul_eq_zero, or_iff_right hV.ne', sum_eq_zero_iff_of_nonneg h0]
  constructor
  · intro h i hi hj
    have := h i (mem_univ i)
    simp [occ, hi, hj] at this
  · intro h i _
    by_cases hi : i ∈ S
    · simp [occ, h i hi]
    · simp [occ, hi]

/-- For `V > 0` and at most half filling, the least energy of `n` atoms is zero, and the ground
states are exactly the configurations without adjacent atoms. -/
theorem groundStates_eq {N n : ℕ} [NeZero N] {V : ℝ} (hV : 0 < V) (hn : 2 * n ≤ N) :
    IsLeast (energy V '' {S : Finset (ZMod N) | S.card = n}) 0 ∧
      groundStates N n V = dilute N n := by
  -- the count is positive, so a configuration of zero energy exists
  have hpos : 0 < (dilute N n).card := by
    refine Nat.pos_of_ne_zero fun h => ?_
    have c := card_dilute N n
    rw [h, mul_zero] at c
    exact (Nat.mul_pos (NeZero.pos N) (Nat.choose_pos (by omega : n ≤ N - n))).ne c
  obtain ⟨S₀, hS₀⟩ := card_pos.1 hpos
  obtain ⟨_, hc, hd⟩ := mem_filter.1 hS₀
  have hz := (energy_nonneg_and_eq_zero_iff hV S₀).2.2 hd
  refine ⟨⟨⟨S₀, hc, hz⟩, ?_⟩, ?_⟩
  · rintro _ ⟨S, _, rfl⟩
    exact (energy_nonneg_and_eq_zero_iff hV S).1
  · ext S
    simp only [groundStates, dilute, mem_filter, mem_univ, true_and]
    have hS := energy_nonneg_and_eq_zero_iff hV S
    constructor
    · rintro ⟨h1, h2⟩
      exact ⟨h1, hS.2.1 (le_antisymm ((h2 S₀ hc).trans hz.le) hS.1)⟩
    · rintro ⟨h1, h2⟩
      refine ⟨h1, fun T _ => ?_⟩
      rw [hS.2.2 h2]
      exact (energy_nonneg_and_eq_zero_iff hV T).1

/-- Ground-state degeneracy: for `V > 0` and `2n ≤ N`, the minimum energy of `n` atoms on the
ring is zero and is attained by exactly `N binom(N-n, n) / (N-n)` configurations. -/
theorem ground_state_degeneracy {N n : ℕ} [NeZero N] {V : ℝ} (hV : 0 < V) (hn : 2 * n ≤ N) :
    IsLeast (energy V '' {S : Finset (ZMod N) | S.card = n}) 0 ∧
      ((groundStates N n V).card : ℚ) = N * (Nat.choose (N - n) n : ℚ) / ((N : ℚ) - n) := by
  obtain ⟨hmin, hG⟩ := groundStates_eq hV hn
  refine ⟨hmin, ?_⟩
  have hlt : n < N := by
    have := NeZero.pos N
    omega
  have c : ((N : ℚ) - n) * (dilute N n).card = N * (Nat.choose (N - n) n : ℚ) := by
    rw [← Nat.cast_sub hlt.le]
    exact_mod_cast card_dilute N n
  have hne : (N : ℚ) - n ≠ 0 := sub_ne_zero.2 (by exact_mod_cast hlt.ne')
  rw [hG, eq_div_iff hne]
  linear_combination c
```

**A:** The first theorem is the sign argument. The second obtains a zero-energy configuration `S₀` from the positive count and compares every ground state with it. In the third, `IsLeast` says that 0 is a lower bound on the $n$-atom energies and is attained; the count follows by dividing by $N-n$ in the rationals, which is nonzero because $n<N$.

**Q:** At half filling I expect an ordered alternating structure.

```lean
/-- At half filling of a ring with `2n` sites, `n ≥ 1`, and `V > 0`, there are exactly two
ground states. -/
theorem half_filling (n : ℕ) [NeZero (2 * n)] {V : ℝ} (hV : 0 < V) :
    (groundStates (2 * n) n V).card = 2 := by
  have hn : 0 < n := by
    have := NeZero.pos (2 * n)
    omega
  have c := card_dilute (2 * n) n
  rw [(by omega : 2 * n - n = n), Nat.choose_self] at c
  rw [(groundStates_eq hV le_rfl).2]
  exact Nat.eq_of_mul_eq_mul_left hn (c.trans (by ring))
```

**A:** You get it: two ground states, the alternating pattern and its shift by one site. They are one structure, so degeneracy alone does not rule out a unique order.

**Q:** What does rule it out?

```lean
/-- For `V > 0`, at least two atoms and `2n + 2 ≤ N`, the translates of any one configuration
fail to exhaust the ground states. -/
theorem no_unique_structure {N n : ℕ} [NeZero N] {V : ℝ} (hV : 0 < V) (h2 : 2 ≤ n)
    (hn : 2 * n + 2 ≤ N) (S : Finset (ZMod N)) :
    ∃ T ∈ groundStates N n V, ∀ d : ZMod N, T ≠ S.image (· + d) := by
  -- an entry two or more places from both ends of a Pascal row exceeds the row number
  have big : ∀ a b : ℕ, a + b + 4 < (a + b + 4).choose (a + 2) := by
    intro a b
    induction b with
    | zero =>
      induction a with
      | zero => decide
      | succ a ih =>
        have p := Nat.choose_succ_succ' (a + 0 + 4) (a + 2)
        have q := Nat.choose_pos (by omega : a + 2 + 1 ≤ a + 0 + 4)
        rw [(by omega : a + 1 + 0 + 4 = a + 0 + 4 + 1), (by omega : a + 1 + 2 = a + 2 + 1)]
        omega
    | succ b ih =>
      have p : (a + b + 4 + 1).choose (a + 2) =
        (a + b + 4).choose (a + 1) + (a + b + 4).choose (a + 2) := Nat.choose_succ_succ' _ _
      have q := Nat.choose_pos (by omega : a + 1 ≤ a + b + 4)
      rw [(by omega : a + (b + 1) + 4 = a + b + 4 + 1)]
      omega
  have hC := big (n - 2) (N - n - (n + 2))
  rw [(by omega : n - 2 + (N - n - (n + 2)) + 4 = N - n), (by omega : n - 2 + 2 = n)] at hC
  by_contra h
  -- otherwise there would be at most `N` ground states
  have sub : groundStates N n V ⊆ univ.image (fun d : ZMod N => S.image (· + d)) := by
    intro T hT
    by_contra hT'
    exact h ⟨T, hT, fun d e => hT' (mem_image.2 ⟨d, mem_univ _, e.symm⟩)⟩
  have le := (card_le_card sub).trans card_image_le
  rw [card_univ, ZMod.card, (groundStates_eq hV (by omega)).2] at le
  have a := Nat.mul_le_mul_left (N - n) le
  have b := mul_lt_mul_of_pos_left hC (NeZero.pos N)
  rw [card_dilute, mul_comm (N - n) N] at a
  exact not_le_of_gt b a

end

end RingLatticeGas
```

**A:** Translates of one `S` number at most $N$. Under the stated conditions `big` gives $\binom{N-n}{n}>N-n$, so there are more than $N$ ground states. The smallest case is $N=6$, $n=2$, with $6\binom{4}{2}/4=9$ ground states: six with the atoms two sites apart, three with them opposite. Only translations are identified here, not mirror images.

**Q:** So what may I conclude about alloys?

**A:** Let occupied sites hold species A and empty sites species B, with nearest-neighbour pair energies $\varepsilon_{AA}$, $\varepsilon_{AB}$ and $\varepsilon_{BB}$. At fixed composition the energy of the ring is then a constant plus the energy above, with $V=\varepsilon_{AA}+\varepsilon_{BB}-2\varepsilon_{AB}$. If $V>0$, $n\ge 2$ and $2n+2\le N$, at least two structures that are not translates of each other share the lowest energy, so this model cannot choose between them. The theorems concern classical energies on a finite ring, and say nothing about temperature, higher dimensions or longer-range interactions.

```lean
#print axioms RingLatticeGas.ground_state_degeneracy
-- 'RingLatticeGas.ground_state_degeneracy' depends on axioms: [propext, Classical.choice, Quot.sound]
#print axioms RingLatticeGas.half_filling
-- 'RingLatticeGas.half_filling' depends on axioms: [propext, Classical.choice, Quot.sound]
#print axioms RingLatticeGas.no_unique_structure
-- 'RingLatticeGas.no_unique_structure' depends on axioms: [propext, Classical.choice, Quot.sound]
```
